# Splitting a Newton step into a core step and an environment response

In a microiterative geometry optimisation of, say, a molecule reacting on a surface, the environment is relaxed with the core held fixed, and then the core takes a step. If the core step uses a Hessian and gradient corrected for the environment's response, and the environment then relaxes, the result is the Newton step in all coordinates. This holds exactly within one quadratic model of the energy, provided that the environment block and the corrected core Hessian are invertible.

## Gradients in the quadratic model

Let $x$ be the displacement of the core and $y$ that of the environment. The gradient is $(a,b)$ and the Hessian is

$$H=\begin{pmatrix}A&C\\C^T&K\end{pmatrix}.$$

For $g=(a,b)$ and $p=(x,y)$ the model energy change is $g\cdot p+\tfrac12\,p\cdot Hp$. After the displacement, the core and environment gradients are

$$a+Ax+Cy,\qquad b+C^Tx+Ky.$$

Invertibility of $K$ means that, with the core fixed, no nonzero environment displacement leaves the environment forces unchanged to first order.

## Eliminating the environment

Setting the environment gradient to zero gives

$$y(x)=-K^{-1}(b+C^Tx).$$

Inserting this into the core gradient gives

$$a+Ax-CK^{-1}b-CK^{-1}C^Tx=\tilde a+Sx,$$

with $\tilde a=a-CK^{-1}b$ and $S=A-CK^{-1}C^T$. If $S$ is invertible, the core gradient vanishes at $s=-S^{-1}\tilde a$. Both gradients are then zero, so $H(s,y(s))=-(a,b)$.

The factorisation

$$H=\begin{pmatrix}1&CK^{-1}\\0&1\end{pmatrix}\begin{pmatrix}S&0\\C^T&K\end{pmatrix}$$

gives $\det H=\det S\,\det K$. Hence $H$ is invertible, and

$$-H^{-1}(a,b)=(s,\,-K^{-1}(b+C^Ts)).$$

If the environment is already relaxed, $b=0$ and $\tilde a=a$: the bare core gradient suffices, but the Hessian is still $S$, not $A$.

## Energy and negative curvature

Let $K$ be symmetric, and write $w=b+C^Tx$ and $d=y-y(x)=y+K^{-1}w$. Expanding the square gives

$$\tfrac12 d\cdot Kd=\tfrac12 y\cdot Ky+w\cdot y+\tfrac12 w\cdot K^{-1}w,$$

where

$$\tfrac12 w\cdot K^{-1}w=\tfrac12 b\cdot K^{-1}b+x\cdot CK^{-1}b+\tfrac12 x\cdot CK^{-1}C^Tx.$$

The model energy is therefore

$$\tilde a\cdot x+\tfrac12 x\cdot Sx-\tfrac12 b\cdot K^{-1}b+\tfrac12 d\cdot Kd.$$

With zero gradient this becomes $p\cdot Hp=x\cdot Sx+d\cdot Kd$, now with $d=y+K^{-1}C^Tx$. Suppose that $K$ has no negative curvature. If $p\cdot Hp<0$, then $x\cdot Sx<0$. Conversely, if $x\cdot Sx<0$, choosing $y=-K^{-1}C^Tx$ makes $d=0$ and $p\cdot Hp<0$. A saddle search can thus look for negative curvature in the core alone, provided it uses $S$.

The same square gives a neighbouring criterion for minima, which is not among the theorems in the file: for positive definite $K$ and symmetric $A$, $H$ is positive definite exactly when $S$ is.

## One core and one environment coordinate

Take $A=1$, $C=2$, $K=2$ and $(a,b)=(3,2)$. Then $S=1-2=-1$ and $\tilde a=3-2=1$, so $s=1$ and the environment moves by $-\tfrac12(2+2)=-2$. Indeed $H(1,-2)=(1-4,\,2-4)=(-3,-2)$. Both diagonal entries of $H$ are positive, yet $S$ is negative: the coupling creates the downhill curvature, and $A$ alone would miss it.

## The statement in Lean

Core and environment coordinates are indexed by arbitrary finite types `m` and `n`, and joint coordinates by `m ⊕ n`. `Sum.elim a b` is the joint vector $(a,b)$, `*ᵥ` applies a matrix to a vector, and `⬝ᵥ` is the dot product. The definitions `effHessian`, `effGradient`, `envResponse` and `coreStep` are $S$, $\tilde a$, $y(x)$ and $s$. Over the reals, `IsUnit K.det` says that $\det K\neq0$.

The main theorem, `newton_step_eq`, assumes that $K$ and $S$ are invertible and concludes both that $H$ is invertible and that its Newton step has the stated parts. The off-diagonal blocks are transposes of each other by definition; $A$ and $K$ need not be symmetric here, though a physical Hessian is. The energy formula assumes `Kᵀ = K`, and the curvature theorem also assumes `hpos`, which says that the environment alone has no downhill curvature.

The theorems concern a single step with exact blocks. They don't cover anharmonicity, step-size control or convergence, and `negative_curvature_iff` doesn't count negative modes, so it doesn't identify a first-order saddle. For an isolated molecule in Cartesian coordinates, overall translations make $H$ singular, and at a stationary point overall rotations do too; these motions must be removed first.

```lean
import Mathlib

open Matrix

namespace NewtonMicroiterations

noncomputable section

variable {m n : Type*} [Fintype m] [Fintype n] [DecidableEq m] [DecidableEq n]

/-- The Hessian in core and environment coordinates, with core block `A`, environment block `K`
and coupling `C`. -/
def hessian (A : Matrix m m ℝ) (C : Matrix m n ℝ) (K : Matrix n n ℝ) :
    Matrix (m ⊕ n) (m ⊕ n) ℝ :=
  fromBlocks A C Cᵀ K

/-- The effective core Hessian `S = A - C K⁻¹ Cᵀ`. -/
def effHessian (A : Matrix m m ℝ) (C : Matrix m n ℝ) (K : Matrix n n ℝ) : Matrix m m ℝ :=
  A - C * K⁻¹ * Cᵀ

/-- The effective core gradient `a - C K⁻¹ b`. -/
def effGradient (C : Matrix m n ℝ) (K : Matrix n n ℝ) (a : m → ℝ) (b : n → ℝ) : m → ℝ :=
  a - C *ᵥ (K⁻¹ *ᵥ b)

/-- The environment displacement `-K⁻¹ (b + Cᵀ x)` that answers a core displacement `x`. -/
def envResponse (C : Matrix m n ℝ) (K : Matrix n n ℝ) (b : n → ℝ) (x : m → ℝ) : n → ℝ :=
  -(K⁻¹ *ᵥ (b + Cᵀ *ᵥ x))

/-- The Newton step of the core with effective Hessian and effective gradient. -/
def coreStep (A : Matrix m m ℝ) (C : Matrix m n ℝ) (K : Matrix n n ℝ)
    (a : m → ℝ) (b : n → ℝ) : m → ℝ :=
  -((effHessian A C K)⁻¹ *ᵥ effGradient C K a b)

/-- The quadratic model of the energy change, `g·p + p·Hp/2`, for a displacement `p`. -/
def quadModel {k : Type*} [Fintype k] (g : k → ℝ) (H : Matrix k k ℝ) (p : k → ℝ) : ℝ :=
  g ⬝ᵥ p + (1 / 2) * (p ⬝ᵥ (H *ᵥ p))

omit [DecidableEq m] [DecidableEq n] in
/-- The Hessian acts on a joint displacement block by block. -/
lemma hessian_mulVec (A : Matrix m m ℝ) (C : Matrix m n ℝ) (K : Matrix n n ℝ)
    (x : m → ℝ) (y : n → ℝ) :
    hessian A C K *ᵥ Sum.elim x y = Sum.elim (A *ᵥ x + C *ᵥ y) (Cᵀ *ᵥ x + K *ᵥ y) := by
  simp only [hessian, fromBlocks_mulVec, Sum.elim_comp_inl, Sum.elim_comp_inr]

omit [DecidableEq m] in
/-- For invertible `K` and fixed core displacement `x`, the linearised environment gradient vanishes
exactly at the environment response. -/
theorem env_relaxed_iff (C : Matrix m n ℝ) {K : Matrix n n ℝ} (hK : IsUnit K.det)
    (b : n → ℝ) (x : m → ℝ) (y : n → ℝ) :
    b + Cᵀ *ᵥ x + K *ᵥ y = 0 ↔ y = envResponse C K b x := by
  constructor
  · intro h
    have h' := eq_neg_of_add_eq_zero_right h
    rw [envResponse, ← mulVec_neg, ← h', mulVec_mulVec, nonsing_inv_mul _ hK, one_mulVec]
  · rintro rfl
    rw [envResponse, mulVec_neg, mulVec_mulVec, mul_nonsing_inv _ hK, one_mulVec,
      add_neg_cancel]

omit [DecidableEq m] in
/-- When the environment follows the core, the linearised core gradient is the effective gradient
plus the effective Hessian applied to the core displacement. -/
theorem core_gradient_relaxed (A : Matrix m m ℝ) (C : Matrix m n ℝ) (K : Matrix n n ℝ)
    (a : m → ℝ) (b : n → ℝ) (x : m → ℝ) :
    a + (A *ᵥ x + C *ᵥ envResponse C K b x) = effGradient C K a b + effHessian A C K *ᵥ x := by
  simp only [envResponse, effGradient, effHessian, sub_mulVec, mulVec_neg, mulVec_add,
    ← mulVec_mulVec]
  abel

/-- For an invertible environment block, the full Hessian is invertible exactly when the effective
core Hessian is. -/
theorem hessian_invertible_iff (A : Matrix m m ℝ) (C : Matrix m n ℝ) {K : Matrix n n ℝ}
    (hK : IsUnit K.det) :
    IsUnit (hessian A C K).det ↔ IsUnit (effHessian A C K).det := by
  let := K.invertibleOfIsUnitDet hK
  rw [hessian, det_fromBlocks₂₂, invOf_eq_nonsing_inv, effHessian, IsUnit.mul_iff]
  exact ⟨And.right, fun h => ⟨hK, h⟩⟩

/-- If `K` and the effective core Hessian are invertible, so is the full Hessian, and the full
Newton step consists of the effective core step and the environment response to it. -/
theorem newton_step_eq (A : Matrix m m ℝ) (C : Matrix m n ℝ) {K : Matrix n n ℝ}
    (hK : IsUnit K.det) (hS : IsUnit (effHessian A C K).det) (a : m → ℝ) (b : n → ℝ) :
    IsUnit (hessian A C K).det ∧
      -((hessian A C K)⁻¹ *ᵥ Sum.elim a b) =
        Sum.elim (coreStep A C K a b) (envResponse C K b (coreStep A C K a b)) := by
  have hH := (hessian_invertible_iff A C hK).2 hS
  refine ⟨hH, ?_⟩
  -- the core step removes the effective gradient
  have hs : effHessian A C K *ᵥ coreStep A C K a b = -effGradient C K a b := by
    rw [coreStep, mulVec_neg, mulVec_mulVec, mul_nonsing_inv _ hS, one_mulVec]
  have h1 := core_gradient_relaxed A C K a b (coreStep A C K a b)
  rw [hs, add_neg_cancel] at h1
  have h2 := (env_relaxed_iff C hK b (coreStep A C K a b) _).2 rfl
  rw [add_assoc] at h2
  -- hence the joint displacement solves the full Newton equation
  have hsol : hessian A C K *ᵥ
      Sum.elim (coreStep A C K a b) (envResponse C K b (coreStep A C K a b)) =
        -Sum.elim a b := by
    rw [hessian_mulVec, eq_neg_of_add_eq_zero_right h1, eq_neg_of_add_eq_zero_right h2]
    ext i
    cases i <;> rfl
  rw [← mulVec_neg, ← hsol, mulVec_mulVec, nonsing_inv_mul _ hH, one_mulVec]

/-- If `K` and the effective core Hessian are invertible and the environment gradient is zero, the
core part of the full Newton step is the effective Hessian's Newton step for the bare core gradient
`a`. -/
theorem newton_step_relaxed_env (A : Matrix m m ℝ) (C : Matrix m n ℝ) {K : Matrix n n ℝ}
    (hK : IsUnit K.det) (hS : IsUnit (effHessian A C K).det) (a : m → ℝ) :
    -((hessian A C K)⁻¹ *ᵥ Sum.elim a 0) =
      Sum.elim (-((effHessian A C K)⁻¹ *ᵥ a))
        (K⁻¹ *ᵥ (Cᵀ *ᵥ ((effHessian A C K)⁻¹ *ᵥ a))) := by
  rw [(newton_step_eq A C hK hS a 0).2]
  simp only [coreStep, effGradient, envResponse, mulVec_zero, sub_zero, zero_add, mulVec_neg,
    neg_neg]

omit [DecidableEq m] in
/-- For symmetric and invertible `K`, the model energy is the effective core energy, minus
`b·K⁻¹b/2`, plus the elastic energy of the environment's deviation from its response. -/
theorem quadModel_split (A : Matrix m m ℝ) (C : Matrix m n ℝ) {K : Matrix n n ℝ}
    (hK : IsUnit K.det) (hsymm : Kᵀ = K) (a : m → ℝ) (b : n → ℝ) (x : m → ℝ) (y : n → ℝ) :
    quadModel (Sum.elim a b) (hessian A C K) (Sum.elim x y) =
      quadModel (effGradient C K a b) (effHessian A C K) x - (1 / 2) * (b ⬝ᵥ (K⁻¹ *ᵥ b)) +
        (1 / 2) * ((y - envResponse C K b x) ⬝ᵥ (K *ᵥ (y - envResponse C K b x))) := by
  have dot (u u' : m → ℝ) (v v' : n → ℝ) :
      Sum.elim u v ⬝ᵥ Sum.elim u' v' = u ⬝ᵥ u' + v ⬝ᵥ v' := by
    simp [dotProduct, Fintype.sum_sum_type]
  have adjC (v : n → ℝ) : x ⬝ᵥ (C *ᵥ v) = (Cᵀ *ᵥ x) ⬝ᵥ v := by
    rw [Matrix.dotProduct_mulVec, mulVec_transpose]
  have adjK (u v : n → ℝ) : u ⬝ᵥ (K *ᵥ v) = (K *ᵥ u) ⬝ᵥ v := by
    rw [Matrix.dotProduct_mulVec, ← mulVec_transpose, hsymm]
  -- responses to the environment gradient and to the core displacement
  obtain ⟨q, hq⟩ : ∃ q, q = K⁻¹ *ᵥ b := ⟨_, rfl⟩
  obtain ⟨t, ht⟩ : ∃ t, t = K⁻¹ *ᵥ (Cᵀ *ᵥ x) := ⟨_, rfl⟩
  have hKq : K *ᵥ q = b := by rw [hq, mulVec_mulVec, mul_nonsing_inv _ hK, one_mulVec]
  have hKt : K *ᵥ t = Cᵀ *ᵥ x := by rw [ht, mulVec_mulVec, mul_nonsing_inv _ hK, one_mulVec]
  have hSx : effHessian A C K *ᵥ x = A *ᵥ x - C *ᵥ t := by
    simp only [effHessian, sub_mulVec, ht, ← mulVec_mulVec]
  have hg : effGradient C K a b = a - C *ᵥ q := by rw [effGradient, hq]
  have hd : y - envResponse C K b x = y + q + t := by
    rw [envResponse, mulVec_add, ← hq, ← ht]
    abel
  have e1 := adjK q y
  have e2 := adjK t y
  have e3 := adjK t q
  rw [hKq] at e1 e3
  rw [hKt] at e2 e3
  rw [quadModel, quadModel, hessian_mulVec, dot, dot, hSx, hg, hd, ← hq]
  simp only [mulVec_add, hKq, hKt, dotProduct_add, add_dotProduct, dotProduct_sub,
    sub_dotProduct]
  -- collect the cross terms
  linarith [adjC y, adjC t, adjC q, dotProduct_comm (C *ᵥ q) x, dotProduct_comm y b,
    dotProduct_comm q b, dotProduct_comm y (Cᵀ *ᵥ x), dotProduct_comm q (Cᵀ *ᵥ x),
    dotProduct_comm t (Cᵀ *ᵥ x)]

omit [DecidableEq m] in
/-- If the environment block is symmetric, invertible and has no negative curvature, the full
Hessian has a direction of negative curvature exactly when the effective core Hessian has one. -/
theorem negative_curvature_iff (A : Matrix m m ℝ) (C : Matrix m n ℝ) {K : Matrix n n ℝ}
    (hK : IsUnit K.det) (hsymm : Kᵀ = K) (hpos : ∀ y, 0 ≤ y ⬝ᵥ (K *ᵥ y)) :
    (∃ p, p ⬝ᵥ (hessian A C K *ᵥ p) < 0) ↔ ∃ x, x ⬝ᵥ (effHessian A C K *ᵥ x) < 0 := by
  have h0 : Sum.elim (0 : m → ℝ) (0 : n → ℝ) = 0 := by
    ext i
    cases i <;> rfl
  have key (x : m → ℝ) (y : n → ℝ) :
      Sum.elim x y ⬝ᵥ (hessian A C K *ᵥ Sum.elim x y) = x ⬝ᵥ (effHessian A C K *ᵥ x) +
        (y - envResponse C K 0 x) ⬝ᵥ (K *ᵥ (y - envResponse C K 0 x)) := by
    have h := quadModel_split A C hK hsymm 0 0 x y
    simp only [quadModel, effGradient, h0, mulVec_zero, sub_zero, zero_dotProduct, zero_add,
      mul_zero] at h
    linarith
  constructor
  · rintro ⟨p, hp⟩
    refine ⟨p ∘ Sum.inl, ?_⟩
    have h := key (p ∘ Sum.inl) (p ∘ Sum.inr)
    rw [Sum.elim_comp_inl_inr] at h
    linarith [hpos (p ∘ Sum.inr - envResponse C K 0 (p ∘ Sum.inl))]
  · rintro ⟨x, hx⟩
    -- let the environment follow the core
    refine ⟨Sum.elim x (envResponse C K 0 x), ?_⟩
    rw [key, sub_self, zero_dotProduct, add_zero]
    exact hx

end

end NewtonMicroiterations
```

```lean
#print axioms NewtonMicroiterations.newton_step_eq
-- 'NewtonMicroiterations.newton_step_eq' depends on axioms: [propext, Classical.choice, Quot.sound]
#print axioms NewtonMicroiterations.newton_step_relaxed_env
-- 'NewtonMicroiterations.newton_step_relaxed_env' depends on axioms: [propext, Classical.choice, Quot.sound]
#print axioms NewtonMicroiterations.negative_curvature_iff
-- 'NewtonMicroiterations.negative_curvature_iff' depends on axioms: [propext, Classical.choice, Quot.sound]
```

## How the proof follows the elimination

`hessian_mulVec` writes out the two block rows. `env_relaxed_iff` solves the environment row by multiplying with $K^{-1}$, and checks the solution by multiplying with $K$. `core_gradient_relaxed` inserts the response into the core row; after the products are expanded, `abel` rearranges the sum. `hessian_invertible_iff` uses Mathlib's determinant formula for block matrices, which gives the product $\det S\,\det K$ found above.

In `newton_step_eq`, `hs` states $Ss=-\tilde a$. Then `h1` and `h2` say that the core and environment gradients vanish, and `hsol` joins them into $H(s,y(s))=-(a,b)$. The last line applies $H^{-1}$. `newton_step_relaxed_env` sets $b=0$ and simplifies.

`quadModel_split` names $q=K^{-1}b$ and $t=K^{-1}C^Tx$, so that $d=y+q+t$. The facts `adjC` and `adjK` move $C$ and the symmetric $K$ across dot products, and `linarith` collects the cross terms of the completed square. In `negative_curvature_iff`, `key` is the zero-gradient identity. One direction discards the nonnegative environment term; the other makes it vanish by letting the environment follow the core.
